# Crystal-momentum selection rule for the n-th derivative of a periodic chain's ionic potential in a phonon amplitude

The theorem `phonon_selection_rule` concerns a chain of N identical ions at unit spacing, displaced along a single complex phonon pattern exp(iqR) with q = 2πm/N. The Fourier component of their potential at K = 2πk/N is an unnormalised sum over the ions with a constant form factor v, and it is differentiated n times in the complex phonon amplitude, at zero amplitude. The result is (−iK)ⁿ v N exp(−iKt), with t the common offset of the ions in their cells, if N divides k − nm, and zero otherwise. The proof takes the n-th derivative from an earlier lemma, merges the phases of each term into one lattice phase (the step `hterm`), and sums over the cells with `lattice_sum`.

Lean 4 with Mathlib refuses this proof:

```lean
import Mathlib

open Complex

namespace PhononIonicPotential

noncomputable section

/-- The wavevector `2πj/N` with integer label `j` on a periodic chain of `N` cells. -/
def wavevector (N : ℕ) (j : ℤ) : ℝ := 2 * Real.pi * j / N

/-- The component at wavevector `K` of the ionic potential of `N` ions with form factor `v`,
the ion of cell `R` sitting at `R + t + u * d R`. -/
def ionicPotential (N : ℕ) (K t : ℝ) (v : ℂ) (d : ℕ → ℂ) (u : ℂ) : ℂ :=
  v * ∑ R ∈ Finset.range N, exp (-I * K * (R + t + u * d R))

/-- The displacement pattern `exp(iqR)` of a phonon with wavevector `q = 2πm/N`. -/
def phononPattern (N : ℕ) (m : ℤ) (R : ℕ) : ℂ := exp (I * wavevector N m * R)

/-- The sum of the phases `exp(-2πijR/N)` over the cells is `N` if `N` divides `j`,
and zero otherwise. -/
theorem lattice_sum (N : ℕ) (j : ℤ) :
    ∑ R ∈ Finset.range N, exp (-I * wavevector N j * R)
      = if (N : ℤ) ∣ j then (N : ℂ) else 0 := by
  rcases Nat.eq_zero_or_pos N with rfl | hN
  · simp
  have hN0 : (N : ℂ) ≠ 0 := by exact_mod_cast hN.ne'
  have hw : (wavevector N j : ℂ) * N = 2 * Real.pi * j := by
    simp only [wavevector]
    push_cast
    exact div_mul_cancel₀ _ hN0
  -- the phases are the powers of a single root of unity
  have hpow : ∀ R : ℕ, exp (-I * wavevector N j * R) = exp (-I * wavevector N j) ^ R := by
    intro R
    rw [← Complex.exp_nat_mul]
    congr 1
    ring
  rw [Finset.sum_congr rfl (fun R _ => hpow R)]
  split_ifs with h
  · obtain ⟨c, hc⟩ := h
    have hc' : (j : ℂ) = N * c := by exact_mod_cast hc
    have h1 : exp (-I * wavevector N j) = 1 := by
      rw [Complex.exp_eq_one_iff]
      refine ⟨-c, mul_right_cancel₀ hN0 ?_⟩
      push_cast
      linear_combination (-I) * hw - 2 * Real.pi * I * hc'
    rw [h1]
    simp
  · have h1 : exp (-I * wavevector N j) ≠ 1 := by
      intro h1
      rw [Complex.exp_eq_one_iff] at h1
      obtain ⟨n, hn⟩ := h1
      apply h
      refine ⟨-n, ?_⟩
      have h2 : (j : ℂ) = N * (-n) := by
        apply mul_left_cancel₀ Complex.two_pi_I_ne_zero
        linear_combination (-I) * hw - N * hn
      exact_mod_cast h2
    have h2 : exp (-I * wavevector N j) ^ N = 1 := by
      rw [← hpow N, Complex.exp_eq_one_iff]
      refine ⟨-j, ?_⟩
      push_cast
      linear_combination (-I) * hw
    rw [geom_sum_eq h1, h2, sub_self, zero_div]

/-- Differentiating in the displacement amplitude brings down one more factor `-iK d(R)`
for the ion of each cell. -/
theorem hasDerivAt_order (N : ℕ) (K t : ℝ) (v : ℂ) (d : ℕ → ℂ) (n : ℕ) (u : ℂ) :
    HasDerivAt (fun u : ℂ => v * ∑ R ∈ Finset.range N,
        (-I * K * d R) ^ n * exp (-I * K * (R + t + u * d R)))
      (v * ∑ R ∈ Finset.range N,
        (-I * K * d R) ^ (n + 1) * exp (-I * K * (R + t + u * d R))) u := by
  refine HasDerivAt.const_mul v (HasDerivAt.fun_sum fun R _ => ?_)
  have h : HasDerivAt (fun u : ℂ => -I * K * (R + t + u * d R)) (-I * K * d R) u := by
    have h0 := (((hasDerivAt_id' u).mul_const (d R)).const_add ((R : ℂ) + t)).const_mul (-I * K)
    simpa only [one_mul] using h0
  exact (h.cexp.const_mul ((-I * K * d R) ^ n)).congr_deriv (by ring)

/-- The derivative of any order `n` of the ionic potential for an arbitrary displacement
pattern. -/
theorem iteratedDeriv_ionicPotential (N : ℕ) (K t : ℝ) (v : ℂ) (d : ℕ → ℂ) (n : ℕ) :
    iteratedDeriv n (ionicPotential N K t v d) = fun u : ℂ => v * ∑ R ∈ Finset.range N,
      (-I * K * d R) ^ n * exp (-I * K * (R + t + u * d R)) := by
  induction n with
  | zero =>
    funext u
    simp [ionicPotential]
  | succ n ih =>
    rw [iteratedDeriv_succ, ih]
    funext u
    exact (hasDerivAt_order N K t v d n u).deriv

/-- Selection rule at order `n`: the `n`-th derivative of the ionic potential in the phonon
amplitude is `(-iK)^n v N exp(-iKt)` if `N` divides `k - n m`, and zero otherwise. -/
theorem phonon_selection_rule (N : ℕ) (k m : ℤ) (t : ℝ) (v : ℂ) (n : ℕ) :
    iteratedDeriv n (ionicPotential N (wavevector N k) t v (phononPattern N m)) 0
      = if (N : ℤ) ∣ k - n * m then
          (-I * wavevector N k) ^ n * v * N * exp (-I * wavevector N k * t) else 0 := by
  have hw : (wavevector N (k - n * m) : ℂ) = wavevector N k - n * wavevector N m := by
    simp only [wavevector]
    push_cast
    ring
  -- the phases of the potential and of n phonons combine into one lattice phase
  have hterm : ∀ R : ℕ, (-I * wavevector N k * phononPattern N m R) ^ n
      * exp (-I * wavevector N k * (R + t + 0 * phononPattern N m R))
      = ((-I * wavevector N k) ^ n * exp (-I * wavevector N k * t))
        * exp (-I * wavevector N (k - n * m) * R) := by
    intro R
    have e : phononPattern N m R ^ n
        * exp (-I * wavevector N k * (R + t + 0 * phononPattern N m R))
        = exp (-I * wavevector N k * t) * exp (-I * wavevector N (k - n * m) * R) := by
      rw [zero_mul, phononPattern, ← Complex.exp_nat_mul, ← Complex.exp_add,
        ← Complex.exp_add, hw]
      congr 1
      ring
    rw [mul_pow, mul_assoc, e, mul_assoc]
  rw [iteratedDeriv_ionicPotential]
  beta_reduce
  rw [Finset.sum_congr rfl (fun R _ => hterm R), ← Finset.mul_sum, lattice_sum]
  split_ifs <;> ring

end

end PhononIonicPotential
```

Messages:

```
Main.lean:107:53: error: unsolved goals
N : ℕ
k m : ℤ
t : ℝ
v : ℂ
n : ℕ
hw : ↑(wavevector N (k - ↑n * m)) = ↑(wavevector N k) - ↑n * ↑(wavevector N m)
R : ℕ
e :
  phononPattern N m R ^ n * cexp (-I * ↑(wavevector N k) * (↑R + ↑t + 0 * phononPattern N m R)) =
    cexp (-I * ↑(wavevector N k) * ↑t) * cexp (-I * ↑(wavevector N (k - ↑n * m)) * ↑R)
⊢ (-I * ↑(wavevector N k)) ^ n *
      (cexp (-I * (↑(wavevector N k) * ↑t)) * cexp (-I * ↑(wavevector N (k - ↑n * m)) * ↑R)) =
    (-I * ↑(wavevector N k)) ^ n * cexp (-I * (↑(wavevector N k) * ↑t)) * cexp (-I * ↑(wavevector N (k - ↑n * m)) * ↑R)
```

The one error is an unsolved goal in `hterm`. After `e` has been rewritten, the two sides differ only in bracketing: the left is a power times a product of two exponentials, a * (b * c), and the right is (a * b) * c. The last `mul_assoc` was meant to regroup the right side.

But `rw` fixes the pattern `?a * ?b * ?c` at the first match it finds, and then rewrites only the instances of that match. Here the match was `-I * ↑(wavevector N k) * ↑t`, inside an exponential. The message shows the result: `-I * (↑(wavevector N k) * ↑t)` on both sides, with the outer products still bracketed differently. The `rfl` that `rw` tries at the end does not close such a goal.

The repair drops that last `mul_assoc` and ends with `ring`, which proves the equality by the laws of commutative multiplication, however the factors are bracketed.

The change, after which it compiles:

```diff
@@ -114,5 +114,6 @@
       congr 1
       ring
-    rw [mul_pow, mul_assoc, e, mul_assoc]
+    rw [mul_pow, mul_assoc, e]
+    ring
   rw [iteratedDeriv_ionicPotential]
   beta_reduce
```
